# A real 2×2 transfer matrix of determinant one has bounded powers exactly when $|\operatorname{tr} M| < 2$ or $M = \pm 1$

## A chain at fixed energy

An electron on a one-dimensional chain with one orbital per site and nearest-neighbour hopping obeys, at energy $E$,

$$\psi_{m+1} + \psi_{m-1} + V_m \psi_m = E\,\psi_m ,$$

where $\psi_m$ is the amplitude on site $m$, $V_m$ is the on-site energy, and energies are measured in units of a uniform hopping amplitude, set to $+1$. Two neighbouring amplitudes determine all the others:

$$\begin{pmatrix}\psi_{m+1}\\ \psi_m\end{pmatrix} = T(E,V_m)\begin{pmatrix}\psi_m\\ \psi_{m-1}\end{pmatrix},\qquad T(E,V)=\begin{pmatrix}E-V & -1\\ 1 & 0\end{pmatrix}.$$

If $V_m$ repeats with a period of $p$ sites, the cell matrix $M = T(E,V_{p-1})\cdots T(E,V_0)$ carries $(\psi_0,\psi_{-1})$ across one cell, and $M^n$ carries it across $n$ cells. The question is at which energies the amplitudes stay bounded as $n$ grows, whatever the starting pair. With rows and columns labelled $0$ and $1$, column $0$ of $M^n$ is the pair reached from $(1,0)$ and column $1$ the pair reached from $(0,1)$, so this is a question about the four entries $(M^n)_{ij}$.

Each $T$ has determinant one, hence so has $M$. The condition $\det M = 1$ says that the Wronskian $\psi_{m}\varphi_{m-1}-\psi_{m-1}\varphi_{m}$ of two solutions $\psi,\varphi$ is the same on both sides of a cell, which for $\varphi=\bar\psi$ is conservation of probability current.

Let $M$ be any real 2×2 matrix with $\det M=1$, let $t=\operatorname{tr}M$, and write $1$ for the identity matrix. The claim is that a constant $C$ with $|(M^n)_{ij}|\le C$ for all $n=0,1,2,\dots$ and all $i,j$ exists if and only if $|t|<2$, or $M=1$, or $M=-1$. For non-interacting electrons on such a periodic chain, $|t|<2$ describes the interior of a band, $|t|>2$ a gap between bands or the energies below or above all bands, and $|t|=2$ either a band edge bordering such a region or, when $M=\pm1$, a point where two bands touch.

## The recurrence and the three regimes of the trace

Write $M=\begin{pmatrix}a&b\\c&d\end{pmatrix}$ with $ad-bc=1$ and $t=a+d$. Then

$$M^2=\begin{pmatrix}a^2+bc & b(a+d)\\ c(a+d) & d^2+bc\end{pmatrix},$$

and substituting $bc=ad-1$ turns the diagonal entries into $ta-1$ and $td-1$. This is the Cayley–Hamilton relation $M^2=tM-1$. Multiplying by $M^n$ gives

$$M^{n+2}=tM^{n+1}-M^n ,$$

a recurrence that holds for each entry and for the trace.

Consider first $|t|<2$. Fix $i,j$, put $x_n=(M^n)_{ij}$, and define $Q(x,y)=x^2-txy+y^2$. With $x=x_{n+1}$ and $y=x_n$ the recurrence reads $x_{n+2}=tx-y$, and

$$Q(x_{n+2},x_{n+1})=(tx-y)^2-t(tx-y)x+x^2=x^2-txy+y^2=Q(x_{n+1},x_n).$$

So $Q(x_{n+1},x_n)$ keeps its initial value $q_{ij}=Q(M_{ij},\delta_{ij})$, with $\delta_{ij}$ the Kronecker symbol, for any $t$. Completing the square,

$$Q(x,y)=\left(x-\tfrac{t}{2}y\right)^2+\left(1-\tfrac{t^2}{4}\right)y^2 .$$

For $|t|<2$ the second coefficient is positive, and dropping the first square leaves $|x_n|\le\sqrt{q_{ij}/(1-t^2/4)}$ for every $n$.

Consider next $|t|\ge2$, and put $\tau_n=|\operatorname{tr}M^n|$, so that $\tau_0=2$ and $\tau_1=|t|$. The recurrence and the reverse triangle inequality give

$$\tau_{n+2}\ \ge\ |t|\,\tau_{n+1}-\tau_n\ \ge\ 2\tau_{n+1}-\tau_n ,$$

that is, $\tau_{n+2}-\tau_{n+1}\ge\tau_{n+1}-\tau_n$. The increments never fall below the first one, $|t|-2$, and summing them gives $\tau_n\ge 2+n(|t|-2)$. A common bound $C$ on the entries would force $\tau_n\le 2C$, which is impossible for large $n$ when $|t|>2$.

There remains $t=2s$ with $s=\pm1$. Put $N=sM-1$. From $s^2=1$ and $M^2=2sM-1$,

$$N^2=M^2-2sM+1=0 .$$

Since $M=s(1+N)$ and $(1+nN)(1+N)=1+(n+1)N$, induction gives $M^n=s^n(1+nN)$. A nonzero entry of $N$ makes the corresponding entry of $M^n$ grow linearly in $n$. Boundedness therefore requires $N=0$, which is $M=s\cdot1$, and then every entry of $M^n$ has modulus at most one. The three regimes exhaust the values of $|t|$, which establishes the claim.

## The monatomic chain and the two-site cell

For a constant on-site energy $V$ the cell is one site, $M=T(E,V)$ and $t=E-V$. The entry $M_{10}=1$ rules out $M=\pm1$, so the powers are bounded exactly for $|E-V|<2$, and at both edges $E=V\pm2$ they are not.

For on-site energies alternating between $-\Delta$ and $+\Delta$, with $\Delta$ real,

$$M=T(E,\Delta)\,T(E,-\Delta)=\begin{pmatrix}E^2-\Delta^2-1 & -(E-\Delta)\\ E+\Delta & -1\end{pmatrix},\qquad t=E^2-\Delta^2-2 .$$

The condition $|t|<2$ is $\Delta^2<E^2<\Delta^2+4$. The entry $M_{11}=-1$ excludes $M=1$, while $M=-1$ needs both off-diagonal entries to vanish, so $E=\Delta=0$. That point is the closed gap: at $\Delta=0$ the chain is monatomic, $E=0$ is the centre of its band, and only the doubling of the cell has placed it at $t=-2$.

## Determinant minus one, and complex entries

The matrix $\begin{pmatrix}1&1\\1&0\end{pmatrix}$ is real with trace $1$ and determinant $-1$. It generates $\psi_{m+1}=\psi_m+\psi_{m-1}$, so the entries of its powers are Fibonacci numbers and have no bound, although $|t|<2$. Even $|\det M|=1$ is thus too weak: the relation becomes $M^2=tM+1$, and $Q$ is no longer conserved. Real entries matter as well. The diagonal matrix with entries $2i$ and $-i/2$, where $i$ is here the imaginary unit, has determinant one and trace $3i/2$, of modulus below $2$, and its powers contain $(2i)^n$. These examples, like the reading of the criterion in terms of bands and currents, are commentary that the Lean theorems below do not state.

## Matrices, boundedness and the chain in Lean

```lean
import Mathlib

open Matrix

namespace TransferMatrixStability
```

The type `Mat2` consists of real 2×2 matrices whose rows and columns are indexed by `Fin 2`, that is by $0$ and $1$ as above. It fixes the size at two, which covers a single channel with nearest-neighbour coupling and leaves out strips, several orbitals per site, longer-range hopping and complex transfer matrices.

```lean
/-- Real 2 by 2 matrices. -/
abbrev Mat2 := Matrix (Fin 2) (Fin 2) ℝ
```

`PowerBounded M` asks for one real constant `C` that serves all natural `n` and all four entries. The power $n=0$ is included, so any such constant is at least one. Only forward propagation appears; $M^{-1}$ has the same trace and determinant as $M$, so the question to the left is the same question for another matrix of the same kind. The property concerns every starting pair at once. Its failure means that some solution is unbounded, not that all are: at a band edge a periodic or antiperiodic solution still exists beside the linearly growing one. Bounded powers therefore single out the open bands and the touching points, a smaller set than the closed bands that make up the spectrum.

```lean
/-- All entries of all powers `M ^ n`, `n` natural, have a common bound. -/
def PowerBounded (M : Mat2) : Prop :=
  ∃ C : ℝ, ∀ (n : ℕ) (i j : Fin 2), |(M ^ n) i j| ≤ C
```

The form $Q$ is `entryForm`, with the trace passed as its first argument `t`.

```lean
/-- The quadratic form `x² - t x y + y²`. -/
def entryForm (t x y : ℝ) : ℝ := x ^ 2 - t * x * y + y ^ 2
```

`siteTransfer E V` is $T(E,V)$, written row by row. The chain equation itself is not a Lean object: it enters only through this matrix, and the comment in the code calls the site index `n`.

```lean
/-- One-site transfer matrix of the chain `ψ(n+1) + ψ(n-1) + V ψ(n) = E ψ(n)`,
taking `(ψ(n), ψ(n-1))` to `(ψ(n+1), ψ(n))`. -/
def siteTransfer (E V : ℝ) : Mat2 := !![E - V, -1; 1, 0]
```

## Cayley–Hamilton and the conserved form

The hypothesis `h : M.det = 1` is assumed in all the general results and is derived only for the two chains at the end. In `cayley_hamilton` it is expanded to $ad-bc=1$ and the four entries are compared separately. The off-diagonal ones are polynomial identities, and the diagonal ones need `h`, as in the substitution $bc=ad-1$.

```lean
/-- Cayley-Hamilton relation for a 2 by 2 matrix of determinant one: `M² = (tr M) M - 1`. -/
theorem cayley_hamilton (M : Mat2) (h : M.det = 1) : M * M = M.trace • M - 1 := by
  rw [Matrix.det_fin_two] at h
  ext i j
  fin_cases i <;> fin_cases j <;>
    simp [Matrix.mul_apply, Fin.sum_univ_two, Matrix.trace_fin_two] <;>
    first | ring1 | linarith
```

`pow_recurrence` writes $M^{n+2}=M^n\,(M M)$ and inserts the relation.

```lean
/-- The powers of a real 2 by 2 matrix of determinant one obey `M^(n+2) = (tr M) M^(n+1) - M^n`. -/
theorem pow_recurrence (M : Mat2) (h : M.det = 1) (n : ℕ) :
    M ^ (n + 2) = M.trace • M ^ (n + 1) - M ^ n := by
  calc M ^ (n + 2) = M ^ n * (M * M) := by rw [pow_add, pow_two]
    _ = M.trace • M ^ (n + 1) - M ^ n := by
      rw [cayley_hamilton M h, mul_sub, mul_one, mul_smul_comm, ← pow_succ]
```

`entryForm_conserved` states $Q(x_{n+1},x_n)=q_{ij}$, where `(1 : Mat2) i j` is $\delta_{ij}$. It places no condition on the trace. The inductive step replaces $x_{n+2}$ by $tx_{n+1}-x_n$, and `ring` carries out the expansion displayed earlier.

```lean
/-- If `det M = 1`, then for each entry the form `x² - (tr M) x y + y²` evaluated on two consecutive
powers `M^(n+1)`, `M^n` equals its value at `n = 0`. -/
theorem entryForm_conserved (M : Mat2) (h : M.det = 1) (i j : Fin 2) (n : ℕ) :
    entryForm M.trace ((M ^ (n + 1)) i j) ((M ^ n) i j)
      = entryForm M.trace (M i j) ((1 : Mat2) i j) := by
  induction n with
  | zero => simp
  | succ n ih =>
    rw [← ih, show n + 1 + 1 = n + 2 from rfl, pow_recurrence M h n]
    simp only [entryForm, Matrix.sub_apply, Matrix.smul_apply, smul_eq_mul]
    ring
```

## Growth in the gap and at the edge

`trace_growth` is the bound $\tau_n\ge2+n(|t|-2)$ under the hypothesis `2 ≤ |M.trace|`. The inner statement `step` says that every increment is at least $|t|-2$. In its inductive step `h1` is the reverse triangle inequality applied to $t\operatorname{tr}M^{k+1}-\operatorname{tr}M^k$, and `h2` is $2\tau_{k+1}\le|t|\,\tau_{k+1}$. The outer induction sums the increments. The bound is only linear in $n$, which is weaker than the exponential growth familiar in a gap and enough to exclude boundedness; no decay length is obtained. At $|t|=2$ it reduces to $\tau_n\ge2$ and decides nothing, so the edge is treated separately.

```lean
/-- If `det M = 1` and `|tr M| ≥ 2`, then `|tr (M^n)|` is at least `2 + n (|tr M| - 2)`. -/
theorem trace_growth (M : Mat2) (h : M.det = 1) (ht : 2 ≤ |M.trace|) (n : ℕ) :
    2 + (n : ℝ) * (|M.trace| - 2) ≤ |(M ^ n).trace| := by
  have h0 : |(M ^ 0).trace| = 2 := by simp
  -- each extra power raises the modulus of the trace by at least |tr M| - 2
  have step : ∀ k : ℕ, |(M ^ k).trace| + (|M.trace| - 2) ≤ |(M ^ (k + 1)).trace| := by
    intro k
    induction k with
    | zero =>
      rw [h0, zero_add, pow_one]
      linarith
    | succ k ih =>
      rw [show k + 1 + 1 = k + 2 from rfl, pow_recurrence M h k, Matrix.trace_sub,
        Matrix.trace_smul, smul_eq_mul]
      have h1 := abs_sub_abs_le_abs_sub (M.trace * (M ^ (k + 1)).trace) (M ^ k).trace
      rw [abs_mul] at h1
      have h2 := mul_le_mul_of_nonneg_right ht (abs_nonneg (M ^ (k + 1)).trace)
      linarith
  induction n with
  | zero =>
    rw [h0]
    simp
  | succ n ih =>
    have := step n
    push_cast
    linarith
```

`edge_pow` is the closed form $M^n=s^n(1+nN)$ with $N$ written out as `s • M - 1`. The proof does not isolate $N^2=0$. It multiplies the formula for $M^n$ by $M$, substitutes $M^2=2sM-1$ (`hMM`) and lets `match_scalars` compare the coefficients of $1$ and $M$. The coefficients of $1$ agree identically. Those of $M$ differ by $s^n(n-1)(s^2-1)$, which is the multiple of `hs2` handed to `linear_combination`.

```lean
/-- If `det M = 1` and `tr M = 2 s` with `s = ±1`, the powers are `s^n (1 + n (s M - 1))`. -/
theorem edge_pow (M : Mat2) (h : M.det = 1) (s : ℝ) (hs : s = 1 ∨ s = -1)
    (ht : M.trace = 2 * s) (n : ℕ) :
    M ^ n = s ^ n • (1 + (n : ℝ) • (s • M - 1)) := by
  have hs2 : s ^ 2 = 1 := by rcases hs with e | e <;> simp [e]
  have hMM : M * M = (2 * s) • M - 1 := by rw [cayley_hamilton M h, ht]
  induction n with
  | zero => simp
  | succ n ih =>
    rw [pow_succ M, ih]
    simp only [smul_mul_assoc, add_mul, sub_mul, one_mul, hMM]
    push_cast
    match_scalars <;> first | ring1 | linear_combination (s ^ n * ((n : ℝ) - 1)) * hs2
```

`edge_bounded_iff` decides the edge. Suppose an entry $N_{ij}$ is nonzero and `C` bounds the powers. The case $n=0$ gives $|\delta_{ij}|\le C$ (`h1`), the closed form gives $|\delta_{ij}+nN_{ij}|\le C$ (`h2`), and together they give $n|N_{ij}|\le2C$ (`h3`). Choosing a natural number $n>2C/|N_{ij}|$ with `exists_nat_gt` contradicts this. Hence $sM=1$, and $M=s\cdot1$ follows from $s^2=1$. The converse uses the bound $1$.

```lean
/-- If `det M = 1` and `tr M = 2 s` with `s = ±1`, the powers are bounded exactly when `M` equals
`s` times the identity. -/
theorem edge_bounded_iff (M : Mat2) (h : M.det = 1) (s : ℝ) (hs : s = 1 ∨ s = -1)
    (ht : M.trace = 2 * s) : PowerBounded M ↔ M = s • (1 : Mat2) := by
  have hss : s * s = 1 := by rcases hs with e | e <;> simp [e]
  have hs1 : |s| = 1 := by rcases hs with e | e <;> simp [e]
  have habs : ∀ n : ℕ, |s ^ n| = 1 := fun n => by rw [abs_pow, hs1, one_pow]
  constructor
  · rintro ⟨C, hC⟩
    have hN : s • M - 1 = 0 := by
      ext i j
      rw [Matrix.zero_apply]
      by_contra hne
      -- a nonzero entry of s M - 1 gives linear growth
      have hpos : 0 < |(s • M - 1) i j| := abs_pos.2 hne
      obtain ⟨n, hn⟩ := exists_nat_gt (2 * C / |(s • M - 1) i j|)
      rw [div_lt_iff₀ hpos] at hn
      have h1 := hC 0 i j
      have h2 := hC n i j
      rw [pow_zero] at h1
      rw [edge_pow M h s hs ht n, Matrix.smul_apply, smul_eq_mul, abs_mul, habs, one_mul,
        Matrix.add_apply, Matrix.smul_apply, smul_eq_mul] at h2
      have h3 : |(n : ℝ) * (s • M - 1) i j| ≤ 2 * C := by
        rw [abs_le] at h1 h2 ⊢
        constructor <;> linarith [h1.1, h1.2, h2.1, h2.2]
      rw [abs_mul, Nat.abs_cast] at h3
      linarith
    rw [← sub_eq_zero.1 hN, smul_smul, hss, one_smul]
  · intro hM
    refine ⟨1, fun n i j => ?_⟩
    rw [hM, smul_pow, one_pow, Matrix.smul_apply, smul_eq_mul, abs_mul, habs, one_mul,
      Matrix.one_apply]
    split_ifs <;> simp
```

## The criterion

`powerBounded_iff` says: for every real 2×2 matrix `M` of determinant one, `PowerBounded M` holds if and only if `|M.trace| < 2 ∨ M = 1 ∨ M = -1`. It is a statement about matrix powers. No Hamiltonian, spectrum, wave number or Bloch function occurs in it, and Bloch's theorem is neither used nor derived.

From left to right, `lt_trichotomy` splits on $|t|$. Below $2$ there is nothing to show. At $2$ the trace is $+2$ or $-2$, and `edge_bounded_iff` is applied with $s=1$ or $s=-1$. Above $2$, the estimate $\tau_n\le2C$ from the two diagonal entries (`h2`) contradicts `trace_growth` for $n>2C/(|t|-2)$. From right to left, `hδ` is the positivity of $1-t^2/4$, the function `f` collects the four bounds $\sqrt{q_{ij}/(1-t^2/4)}$, and their sum serves as the common constant. The square handed to `nlinarith` is the term $(x_{n+1}-\tfrac t2x_n)^2$ dropped after completing the square. The cases $M=\pm1$ are the converse half of `edge_bounded_iff`.

```lean
/-- The powers of a real 2 by 2 matrix of determinant one are bounded exactly when
`|tr M| < 2`, or `M` is the identity, or `M` is minus the identity. -/
theorem powerBounded_iff (M : Mat2) (h : M.det = 1) :
    PowerBounded M ↔ |M.trace| < 2 ∨ M = 1 ∨ M = -1 := by
  constructor
  · intro hb
    rcases lt_trichotomy |M.trace| 2 with ht | ht | ht
    · exact Or.inl ht
    · -- case |tr M| = 2
      rcases (abs_eq (by norm_num : (0 : ℝ) ≤ 2)).1 ht with e | e
      · have := (edge_bounded_iff M h 1 (Or.inl rfl) (by linarith)).1 hb
        exact Or.inr (Or.inl (by simpa using this))
      · have := (edge_bounded_iff M h (-1) (Or.inr rfl) (by linarith)).1 hb
        exact Or.inr (Or.inr (by simpa using this))
    · -- case |tr M| > 2: the trace of the powers outgrows any bound
      exfalso
      obtain ⟨C, hC⟩ := hb
      have hpos : 0 < |M.trace| - 2 := by linarith
      obtain ⟨n, hn⟩ := exists_nat_gt (2 * C / (|M.trace| - 2))
      rw [div_lt_iff₀ hpos] at hn
      have h1 := trace_growth M h ht.le n
      have h2 : |(M ^ n).trace| ≤ 2 * C := by
        have a := abs_le.1 (hC n 0 0)
        have b := abs_le.1 (hC n 1 1)
        rw [Matrix.trace_fin_two, abs_le]
        constructor <;> linarith [a.1, a.2, b.1, b.2]
      linarith
  · rintro (ht | hM | hM)
    · -- case |tr M| < 2: the conserved form is definite
      have hδ : 0 < 1 - M.trace ^ 2 / 4 := by
        have := abs_lt.1 ht
        nlinarith [this.1, this.2]
      let f : Fin 2 × Fin 2 → ℝ := fun p => Real.sqrt
        (entryForm M.trace (M p.1 p.2) ((1 : Mat2) p.1 p.2) / (1 - M.trace ^ 2 / 4))
      refine ⟨∑ p, f p, fun n i j => ?_⟩
      have h1 : |(M ^ n) i j| ≤ f (i, j) := by
        apply Real.abs_le_sqrt
        rw [le_div_iff₀ hδ, ← entryForm_conserved M h i j n, entryForm]
        nlinarith [sq_nonneg ((M ^ (n + 1)) i j - M.trace * (M ^ n) i j / 2)]
      exact h1.trans (Finset.single_le_sum (f := f) (fun p _ => Real.sqrt_nonneg _)
        (Finset.mem_univ (i, j)))
    · exact (edge_bounded_iff M h 1 (Or.inl rfl) (by rw [hM]; simp)).2 (by simp [hM])
    · exact (edge_bounded_iff M h (-1) (Or.inr rfl) (by rw [hM]; simp)).2 (by simp [hM])
```

## The two chains as instances

`monatomic_bounded_iff` holds for all real `E` and `V`. After the determinant and trace of `siteTransfer E V` are evaluated, the alternatives $M=1$ and $M=-1$ are refuted by reading off the entry in row $1$, column $0$, which is $1$ where $\pm1$ times the identity has $0$. The inequality is strict, so the theorem includes the unboundedness at $E=V\pm2$.

```lean
/-- For the monatomic chain the powers of the transfer matrix are bounded exactly when
`|E - V| < 2`. -/
theorem monatomic_bounded_iff (E V : ℝ) : PowerBounded (siteTransfer E V) ↔ |E - V| < 2 := by
  rw [powerBounded_iff _ (by simp [siteTransfer, Matrix.det_fin_two]), siteTransfer,
    Matrix.trace_fin_two_of, add_zero]
  refine ⟨?_, Or.inl⟩
  rintro (h | h | h)
  · exact h
  · have := congrFun (congrFun h 1) 0
    simp at this
  · have := congrFun (congrFun h 1) 0
    simp at this
```

In `dimer_bounded_iff` the product `siteTransfer E Δ * siteTransfer E (-Δ)` acts on a column vector from the right factor first, so the cell begins at the site with energy $-\Delta$. Since $\Delta$ may have either sign and the right-hand side is unchanged under $\Delta\to-\Delta$, the other choice of cell gives the same condition. The identity `hM` is the product computed above. The alternative $M=1$ fails at the entry $(1,1)$, and $M=-1$ yields $E-\Delta=0$ and $E+\Delta=0$ from the entries $(0,1)$ and $(1,0)$. For $\Delta\neq0$ the equivalence leaves the powers unbounded at all four edges, $E=\pm\Delta$ and $E=\pm\sqrt{\Delta^2+4}$. For $\Delta=0$ the two alternatives together give $|E|<2$, the monatomic condition at $V=0$.

```lean
/-- For a two-site cell with on-site energies `Δ` and `-Δ`, the powers of the cell transfer
matrix are bounded exactly when `Δ² < E² < Δ² + 4` or `E = Δ = 0`. -/
theorem dimer_bounded_iff (E Δ : ℝ) :
    PowerBounded (siteTransfer E Δ * siteTransfer E (-Δ)) ↔
      (Δ ^ 2 < E ^ 2 ∧ E ^ 2 < Δ ^ 2 + 4) ∨ (E = 0 ∧ Δ = 0) := by
  have hM : siteTransfer E Δ * siteTransfer E (-Δ)
      = !![E ^ 2 - Δ ^ 2 - 1, -(E - Δ); E + Δ, -1] := by
    ext i j
    fin_cases i <;> fin_cases j <;>
      simp [siteTransfer, Matrix.mul_apply, Fin.sum_univ_two]
    all_goals ring
  rw [hM, powerBounded_iff _ (by rw [Matrix.det_fin_two_of]; ring), Matrix.trace_fin_two_of,
    abs_lt]
  constructor
  · rintro (h | h | h)
    · exact Or.inl ⟨by linarith [h.1], by linarith [h.2]⟩
    · have := congrFun (congrFun h 1) 1
      norm_num at this
    · have h1 := congrFun (congrFun h 0) 1
      have h2 := congrFun (congrFun h 1) 0
      simp at h1 h2
      exact Or.inr ⟨by linarith, by linarith⟩
  · rintro (h | ⟨h1, h2⟩)
    · exact Or.inl ⟨by linarith [h.1], by linarith [h.2]⟩
    · -- the cell matrix is minus the identity
      refine Or.inr (Or.inr ?_)
      ext i j
      fin_cases i <;> fin_cases j <;> simp [h1, h2]

end TransferMatrixStability
```

```lean
#print axioms TransferMatrixStability.powerBounded_iff
#print axioms TransferMatrixStability.monatomic_bounded_iff
#print axioms TransferMatrixStability.dimer_bounded_iff
```

```
'TransferMatrixStability.powerBounded_iff' depends on axioms: [propext, Classical.choice, Quot.sound]
'TransferMatrixStability.monatomic_bounded_iff' depends on axioms: [propext, Classical.choice, Quot.sound]
'TransferMatrixStability.dimer_bounded_iff' depends on axioms: [propext, Classical.choice, Quot.sound]
```
